# For a symmetric positive definite quadratic energy, the line-search step is the unique minimiser along any nonzero direction

The model energy is the quadratic function `E(x) = ½ x·Ax - b·x` of finitely many real variables, with `A` symmetric and positive definite. From any point `x`, along any nonzero direction `d`, which need not be normalised, `lineStep_minimizes` says that the step length `-(Ax - b)·d / (d·Ad)` gives a strictly lower energy than any other step length `t`. The proof expands both energies to second order about `x` with `energy_add`. It then tries to derive the inequality with `linear_combination` from two facts: `ha`, the equation that defines the step length, and `hsq`, which says that the curvature `d·Ad` times the squared difference of the two step lengths is positive.

Lean 4 with Mathlib refuses this proof:

```lean
import Mathlib

open Matrix

namespace NonlinearConjugateGradient

noncomputable section

variable {n : Type*} [Fintype n]

/-- The quadratic energy `E(x) = ½ x·Ax - b·x`. -/
def energy (A : Matrix n n ℝ) (b x : n → ℝ) : ℝ := 1 / 2 * (x ⬝ᵥ A *ᵥ x) - b ⬝ᵥ x

/-- The energy gradient `Ax - b`. -/
def grad (A : Matrix n n ℝ) (b x : n → ℝ) : n → ℝ := A *ᵥ x - b

/-- The line-search step length from `x` along `d`. -/
def lineStep (A : Matrix n n ℝ) (b x d : n → ℝ) : ℝ :=
  -(grad A b x ⬝ᵥ d) / (d ⬝ᵥ A *ᵥ d)

/-- Fletcher-Reeves coefficient from the old gradient `g` and the new gradient `g'`. -/
def fletcherReeves (g g' : n → ℝ) : ℝ := (g' ⬝ᵥ g') / (g ⬝ᵥ g)

/-- The pair (point, search direction) after `k` steps of Fletcher-Reeves conjugate gradients,
started at `x₀` along the negative gradient. -/
def run (A : Matrix n n ℝ) (b x₀ : n → ℝ) : ℕ → (n → ℝ) × (n → ℝ)
  | 0 => (x₀, -grad A b x₀)
  | k + 1 =>
    let p := run A b x₀ k
    let x' := p.1 + lineStep A b p.1 p.2 • p.2
    (x', -grad A b x' + fletcherReeves (grad A b p.1) (grad A b x') • p.2)

/-- The gradient at step `k` of the run. -/
def gradAt (A : Matrix n n ℝ) (b x₀ : n → ℝ) (k : ℕ) : n → ℝ := grad A b (run A b x₀ k).1

/-- The search direction at step `k` of the run. -/
def dirAt (A : Matrix n n ℝ) (b x₀ : n → ℝ) (k : ℕ) : n → ℝ := (run A b x₀ k).2

/-- The step length at step `k` of the run. -/
def stepAt (A : Matrix n n ℝ) (b x₀ : n → ℝ) (k : ℕ) : ℝ :=
  lineStep A b (run A b x₀ k).1 (run A b x₀ k).2

variable {A : Matrix n n ℝ} {b x₀ : n → ℝ}

local notation "𝐠" => gradAt A b x₀
local notation "𝐝" => dirAt A b x₀
local notation "𝐚" => stepAt A b x₀

/-- A symmetric matrix defines a symmetric bilinear form. -/
theorem dot_symm (hS : A.IsSymm) (u v : n → ℝ) : u ⬝ᵥ A *ᵥ v = v ⬝ᵥ A *ᵥ u := by
  rw [dotProduct_mulVec, ← mulVec_transpose, hS.eq, dotProduct_comm]

/-- For symmetric `A`, the exact second-order expansion of the energy about `x`, with linear term
`grad`. -/
theorem energy_add (hS : A.IsSymm) (x v : n → ℝ) :
    energy A b (x + v) = energy A b x + grad A b x ⬝ᵥ v + 1 / 2 * (v ⬝ᵥ A *ᵥ v) := by
  have h := dot_symm hS v x
  have h2 : (A *ᵥ x) ⬝ᵥ v = v ⬝ᵥ A *ᵥ x := dotProduct_comm _ _
  simp only [energy, grad, mulVec_add, dotProduct_add, add_dotProduct, sub_dotProduct]
  linear_combination -h2 - (1 / 2) * h

/-- For symmetric positive definite `A` and nonzero `d`, the line search is exact: any other step
length along `d` gives a strictly higher energy. -/
theorem lineStep_minimizes (hS : A.IsSymm) (hP : ∀ v ≠ 0, 0 < v ⬝ᵥ A *ᵥ v)
    (x : n → ℝ) {d : n → ℝ} (hd : d ≠ 0) {t : ℝ} (ht : t ≠ lineStep A b x d) :
    energy A b (x + lineStep A b x d • d) < energy A b (x + t • d) := by
  have hc := hP d hd
  have ha : lineStep A b x d * (d ⬝ᵥ A *ᵥ d) = -(grad A b x ⬝ᵥ d) := by
    rw [lineStep, div_mul_cancel₀ _ hc.ne']
  have hsq : 0 < (d ⬝ᵥ A *ᵥ d) * (t - lineStep A b x d) ^ 2 :=
    mul_pos hc (pow_pos_of_ne (sub_ne_zero.mpr ht))
  rw [energy_add hS, energy_add hS]
  simp only [mulVec_smul, dotProduct_smul, smul_dotProduct, smul_eq_mul]
  -- the energy difference is a perfect square times the curvature
  linear_combination (1 / 2) * hsq + (t - lineStep A b x d) * ha
where
  pow_pos_of_ne {s : ℝ} (hs : s ≠ 0) : 0 < s ^ 2 := by positivity

end

end NonlinearConjugateGradient
```

Compiling this gives:

```
Main.lean:75:2: error: ring failed, ring expressions not equal up to an additive constant
n : Type u_1
inst✝ : Fintype n
A : Matrix n n ℝ
b : n → ℝ
hS : A.IsSymm
hP : ∀ (v : n → ℝ), v ≠ 0 → 0 < v ⬝ᵥ A *ᵥ v
x d : n → ℝ
hd : d ≠ 0
t : ℝ
ht : t ≠ lineStep A b x d
hc : 0 < d ⬝ᵥ A *ᵥ d
ha : lineStep A b x d * d ⬝ᵥ A *ᵥ d = -(grad A b x ⬝ᵥ d)
hsq : 0 < d ⬝ᵥ A *ᵥ d * (t - lineStep A b x d) ^ 2
⊢ lineStep A b x d * grad A b x ⬝ᵥ d * 2 - lineStep A b x d * d ⬝ᵥ A *ᵥ d * t * 2 +
        lineStep A b x d ^ 2 * d ⬝ᵥ A *ᵥ d * 2 -
      grad A b x ⬝ᵥ d * t * 2 ≤
    0
```

Diagnosis. The error means that, after the chosen multiples of `hsq` and `ha` were subtracted from the goal, the remaining terms did not cancel. Write α for `lineStep A b x d`, G for `grad A b x ⬝ᵥ d` and c for `d ⬝ᵥ A *ᵥ d`. Once half of `hsq` is used, what is left of the goal is (α - t)(G + αc), and `ha` says that αc = -G. So `ha` needs the coefficient α - t, but the attempt gave it t - α. With the wrong sign the terms add up instead of cancelling, and the leftover is 2(α - t)(G + αc), which is the expression in the message, multiplied out. It is in fact zero by `ha`, but the closing `ring` step does not use hypotheses.

The repair changes the coefficient to `lineStep A b x d - t`, and everything cancels. The other changes are tidying: the helper `pow_pos_of_ne`, about which Lean did not complain, is replaced by a direct proof that the square is positive, and the comment now mentions the factor of one half.

Fix (accepted with no message):

```diff
@@ -69,11 +69,9 @@
     rw [lineStep, div_mul_cancel₀ _ hc.ne']
   have hsq : 0 < (d ⬝ᵥ A *ᵥ d) * (t - lineStep A b x d) ^ 2 :=
-    mul_pos hc (pow_pos_of_ne (sub_ne_zero.mpr ht))
+    mul_pos hc (lt_of_le_of_ne (sq_nonneg _) (pow_ne_zero 2 (sub_ne_zero.mpr ht)).symm)
   rw [energy_add hS, energy_add hS]
   simp only [mulVec_smul, dotProduct_smul, smul_dotProduct, smul_eq_mul]
-  -- the energy difference is a perfect square times the curvature
-  linear_combination (1 / 2) * hsq + (t - lineStep A b x d) * ha
-where
-  pow_pos_of_ne {s : ℝ} (hs : s ≠ 0) : 0 < s ^ 2 := by positivity
+  -- the energy difference is half the curvature times the square of `t - lineStep A b x d`
+  linear_combination (1 / 2) * hsq + (lineStep A b x d - t) * ha
 
 end
```
